# Averaging over equally spaced Jahn–Teller distortions removes the linear dichroism of a one-hole p→d absorption model

## Averaging spectra over distorted geometries

To simulate the L edge of a Cu²⁺ site with a dynamic Jahn–Teller effect, one can compute the absorption for several distorted geometries and average the results. A natural set is the octahedron elongated along each of the three cubic axes. Each geometry alone gives a strength that depends on the direction of linear polarization. With equal weights, the average does not.

If the vibronic coupling is linear in the distortion, the dipole amplitudes keep their values in the undistorted octahedron and the hole occupies its lower level, this holds for the total p→d dipole strength of a single eg hole, for any N ≥ 2 distortions equally spaced in angle in the two-dimensional space of eg distortions. An isotropic measured strength is therefore compatible with a hole that is anisotropic at every instant.

## The hole at a fixed distortion

Let (x, y) = (r cos θ, r sin θ) be the distortion. These are distortion coordinates, not positions in space. In the orbital basis (3z²−r², x²−y²), where the r in the orbital name is the electron's radius, the hole has the energy matrix

H = (kr²/2) 1 + gr M, M = [[cos θ, sin θ], [sin θ, −cos θ]].

Here g is the vibronic coupling, which for g > 0 splits the two levels by 2gr, and k is the elastic force constant. Since M² = 1 and tr M = 0, M has eigenvalues ±1. For g, r > 0 the lower level is kr²/2 − gr, with projector

P(θ) = (1 − M)/2 = u uᵀ, u = (sin(θ/2), −cos(θ/2)).

At θ = 0 the hole sits in x²−y², as in an octahedron elongated along the z axis. At θ = 2π/3 and 4π/3 it sits in z²−x² and z²−y², which correspond to elongation along the y and x axes. This fixes the sign convention of the second distortion coordinate. Subtracting the lower level from H leaves gr(1 + M) = 2gr(1 − P). Because 1 − P is symmetric and equal to its own square, every real vector v satisfies

v·Hv − (kr²/2 − gr)|v|² = 2gr |v − Pv|².

The right side is never negative, and it vanishes exactly when Pv = v. For k > 0 the lower level is itself lowest at r = g/k, the radius of the Jahn–Teller trough; this is elementary calculus, and no theorem below states it.

## The average of the projectors

Take the angles θⱼ = θ + 2πj/N with j = 0, …, N−1, and let ω = exp(2πi/N). For N ≥ 2 we have ω ≠ 1 and ωᴺ = 1, so

Σⱼ exp(iθⱼ) = exp(iθ) (ωᴺ − 1)/(ω − 1) = 0.

The real and imaginary parts say that the cosines and the sines each sum to zero. The matrices M(θⱼ) then cancel, which leaves

(1/N) Σⱼ P(θⱼ) = ½ 1.

Multiplying by an observable A and taking the trace gives the average expectation value tr A / 2.

For three wells at θ, θ + 2π/3 and θ + 4π/3, give the projectors real weights a, b, c and require the sum to be ½ 1. The trace gives a + b + c = 1. The remaining entries say that the weighted cosines and sines vanish. Rotated to the frame of the first well, these two conditions read

a − (b + c)/2 = 0, (√3/2)(b − c) = 0.

Hence a = b = c = 1/3. If strain makes the populations of the wells unequal, the average is no longer half the identity.

## The absorption strength

Write the orbitals as 2z²−x²−y² and √3(x²−y²), which have equal norms. For polarization ε = (ε₀, ε₁, ε₂) along the cubic axes, the amplitude from core orbital p_b to eg orbital m is D_mb ε_b, with

D = [[−1, −1, 2], [√3, −√3, 0]].

For normalised orbitals the unit of D is R/√15, where R is the radial dipole integral, so strengths are in units of R²/15. Summing over the core orbitals gives the matrix A_mn = Σ_b D_mb D_nb ε_b², with entries

A₀₀ = ε₀² + ε₁² + 4ε₂²,
A₀₁ = −√3(ε₀² − ε₁²),
A₁₁ = 3(ε₀² + ε₁²).

The strength of a static distortion is

I(θ, ε) = tr(PA) = (A₀₀ + A₁₁)/2 + cos θ (A₁₁ − A₀₀)/2 − sin θ A₀₁
= 2|ε|² + cos θ (ε₀² + ε₁² − 2ε₂²) + √3 sin θ (ε₀² − ε₁²).

For unit polarization along the three axes this gives 2 + cos θ + √3 sin θ, 2 + cos θ − √3 sin θ and 2 − 2 cos θ. If all three were equal, sin θ and cos θ would both vanish, which is impossible. Every static distortion is therefore dichroic. In the average over the θⱼ the oscillating terms drop out and 2|ε|² remains, which is 2 for a unit polarization vector.

## What the theorems state

`vibronic` is H and `lowerProjector` is P(θ). The latter is defined by its entries and contains no g; its name is justified by `lowerProjector_ground`, which assumes g > 0 and r > 0 but allows any real k. That theorem gives the energy bound for every real two-component vector, normalised or not, and identifies the vectors that reach it.

`average_projector` and `average_observable` hold for every starting angle and every N ≥ 2, including two opposite distortions. `three_wells_iff` concerns the projectors alone: the wells themselves come from higher-order terms that `vibronic` omits.

`dipole`, `absorptionOp` and `absorption` are D, A and I. The proportions in D are entered as a definition; no integral is evaluated. `static_anisotropic` says that for no θ is the strength a constant times |ε|², and `average_isotropic` gives the averaged value 2|ε|².

The model has one spinless hole, real linear polarization and no core spin-orbit splitting. It yields a total strength, not a line shape or separate L₃ and L₂ intensities. The identification of the measured strength with an equal-weight average over static distortions is left to physics. It is reasonable, for example, when the nuclei barely move during the absorption and the distortions in the average are equally populated.

## The Lean file

```lean
import Mathlib

open scoped Real
open Matrix

namespace JahnTellerLEdge

noncomputable section

/-- The linear Jahn-Teller matrix of an eg hole in the basis (3z²-r², x²-y²), with vibronic
coupling `g`, force constant `k` and distortion `(x, y)`. -/
def vibronic (g k x y : ℝ) : Matrix (Fin 2) (Fin 2) ℝ :=
  !![k * (x ^ 2 + y ^ 2) / 2 + g * x, g * y; g * y, k * (x ^ 2 + y ^ 2) / 2 - g * x]

/-- The projector onto the lower electronic state for a nonzero distortion in the direction `θ`,
when the vibronic coupling is positive. -/
def lowerProjector (θ : ℝ) : Matrix (Fin 2) (Fin 2) ℝ :=
  !![(1 - Real.cos θ) / 2, -Real.sin θ / 2; -Real.sin θ / 2, (1 + Real.cos θ) / 2]

/-- Coefficients of x², y², z² in the two eg orbitals, in a common unit. They serve as the dipole
amplitudes from the core orbitals p_x, p_y, p_z with light polarized along the same axis. -/
def dipole : Matrix (Fin 2) (Fin 3) ℝ :=
  !![-1, -1, 2; √3, -√3, 0]

/-- The p→d absorption operator on the eg hole for linear polarization `ε`, summed over the three
core p orbitals without core spin-orbit splitting. -/
def absorptionOp (ε : Fin 3 → ℝ) : Matrix (Fin 2) (Fin 2) ℝ :=
  Matrix.of fun m n => ∑ b, dipole m b * dipole n b * ε b ^ 2

/-- The absorption strength for polarization `ε` when the hole occupies the state onto which
`lowerProjector θ` projects. -/
def absorption (θ : ℝ) (ε : Fin 3 → ℝ) : ℝ :=
  trace (lowerProjector θ * absorptionOp ε)

/-- With `H` the vibronic matrix at the distortion `(r cos θ, r sin θ)`, the difference
`v·Hv - (kr²/2 - gr) v·v` is `2gr` times the squared length of `v - Pv`, where `P` is
`lowerProjector θ`. -/
theorem energy_excess (g k r θ : ℝ) (v : Fin 2 → ℝ) :
    v ⬝ᵥ (vibronic g k (r * Real.cos θ) (r * Real.sin θ) *ᵥ v)
      - (k * r ^ 2 / 2 - g * r) * (v ⬝ᵥ v)
      = 2 * g * r * ((v - lowerProjector θ *ᵥ v) ⬝ᵥ (v - lowerProjector θ *ᵥ v)) := by
  have h := Real.sin_sq_add_cos_sq θ
  simp [vibronic, lowerProjector, Matrix.mulVec, dotProduct, Fin.sum_univ_two]
  linear_combination (k * r ^ 2 / 2 - g * r / 2) * (v 0 ^ 2 + v 1 ^ 2) * h

/-- For `g > 0` and a distortion of size `r > 0`, every real vector `v` has `v·Hv` at least
`(kr²/2 - gr) v·v`, where `H` is the vibronic matrix, and equality holds exactly when the projector
fixes `v`. -/
theorem lowerProjector_ground {g r : ℝ} (hg : 0 < g) (hr : 0 < r) (k θ : ℝ) (v : Fin 2 → ℝ) :
    (k * r ^ 2 / 2 - g * r) * (v ⬝ᵥ v)
        ≤ v ⬝ᵥ (vibronic g k (r * Real.cos θ) (r * Real.sin θ) *ᵥ v) ∧
    (v ⬝ᵥ (vibronic g k (r * Real.cos θ) (r * Real.sin θ) *ᵥ v)
        = (k * r ^ 2 / 2 - g * r) * (v ⬝ᵥ v) ↔ lowerProjector θ *ᵥ v = v) := by
  have h := energy_excess g k r θ v
  have hgr : 0 < 2 * g * r := by positivity
  have hn : 0 ≤ (v - lowerProjector θ *ᵥ v) ⬝ᵥ (v - lowerProjector θ *ᵥ v) :=
    Finset.sum_nonneg fun i _ => mul_self_nonneg _
  refine ⟨by linarith [mul_nonneg hgr.le hn], fun he => ?_, fun hv => ?_⟩
  · rw [he, sub_self] at h
    have h0 := (mul_eq_zero.mp h.symm).resolve_left hgr.ne'
    exact (sub_eq_zero.mp (dotProduct_self_eq_zero.mp h0)).symm
  · rw [hv, sub_self, dotProduct_zero, mul_zero] at h
    linarith

/-- The cosines and the sines of `N ≥ 2` equally spaced angles each sum to zero. -/
theorem sum_phases {N : ℕ} (hN : 2 ≤ N) (θ : ℝ) :
    ∑ j ∈ Finset.range N, Real.cos (θ + 2 * π * j / N) = 0 ∧
    ∑ j ∈ Finset.range N, Real.sin (θ + 2 * π * j / N) = 0 := by
  -- both are parts of a geometric sum over a primitive root of unity
  have h : ∑ j ∈ Finset.range N,
      Complex.exp (((θ + 2 * π * j / N : ℝ) : ℂ) * Complex.I) = 0 := by
    have hz := (Complex.isPrimitiveRoot_exp N (by omega)).geom_sum_eq_zero (by omega)
    calc _ = Complex.exp (θ * Complex.I) *
          ∑ j ∈ Finset.range N, Complex.exp (2 * π * Complex.I / N) ^ j := by
          rw [Finset.mul_sum]
          refine Finset.sum_congr rfl fun j _ => ?_
          rw [← Complex.exp_nat_mul, ← Complex.exp_add]
          congr 1
          push_cast
          ring
      _ = 0 := by rw [hz, mul_zero]
  constructor
  · simpa only [Complex.re_sum, Complex.exp_ofReal_mul_I_re, Complex.zero_re]
      using congrArg Complex.re h
  · simpa only [Complex.im_sum, Complex.exp_ofReal_mul_I_im, Complex.zero_im]
      using congrArg Complex.im h

/-- The lower-state projectors at `N ≥ 2` equally spaced distortions average to half the
identity. -/
theorem average_projector {N : ℕ} (hN : 2 ≤ N) (θ : ℝ) :
    (1 / (N : ℝ)) • ∑ j ∈ Finset.range N, lowerProjector (θ + 2 * π * j / N)
      = (1 / 2 : ℝ) • (1 : Matrix (Fin 2) (Fin 2) ℝ) := by
  obtain ⟨hc, hs⟩ := sum_phases hN θ
  have hN0 : (N : ℝ) ≠ 0 := by
    have : N ≠ 0 := by omega
    exact_mod_cast this
  -- split the projector into an isotropic part and two oscillating parts
  have hP : ∀ t, lowerProjector t = (1 / 2 : ℝ) • (1 : Matrix (Fin 2) (Fin 2) ℝ)
      - (Real.cos t / 2) • !![1, 0; 0, -1] - (Real.sin t / 2) • !![0, 1; 1, 0] := by
    intro t
    ext i j
    fin_cases i <;> fin_cases j <;> simp [lowerProjector] <;> ring
  simp_rw [hP, Finset.sum_sub_distrib, Finset.sum_const, Finset.card_range,
    ← Finset.sum_smul, ← Finset.sum_div, hc, hs]
  rw [zero_div, zero_smul, zero_smul, sub_zero, sub_zero, ← Nat.cast_smul_eq_nsmul ℝ,
    smul_smul (1 / (N : ℝ)) (N : ℝ), one_div_mul_cancel hN0, one_smul]

/-- Averaged over `N ≥ 2` equally spaced distortions, the lower-state expectation value of any
observable `A` on the eg hole is half its trace. -/
theorem average_observable {N : ℕ} (hN : 2 ≤ N) (θ : ℝ) (A : Matrix (Fin 2) (Fin 2) ℝ) :
    (1 / (N : ℝ)) * ∑ j ∈ Finset.range N, trace (lowerProjector (θ + 2 * π * j / N) * A)
      = trace A / 2 := by
  have h : (1 / (N : ℝ)) * ∑ j ∈ Finset.range N,
      trace (lowerProjector (θ + 2 * π * j / N) * A)
      = trace (((1 / (N : ℝ)) • ∑ j ∈ Finset.range N,
          lowerProjector (θ + 2 * π * j / N)) * A) := by
    rw [smul_mul_assoc, Matrix.trace_smul, Finset.sum_mul, Matrix.trace_sum, smul_eq_mul]
  rw [h, average_projector hN, smul_mul_assoc, one_mul, Matrix.trace_smul, smul_eq_mul]
  ring

/-- Weighted lower-state projectors of three equally spaced wells add up to half the identity
exactly when every weight is one third. -/
theorem three_wells_iff (θ a b c : ℝ) :
    a • lowerProjector θ + b • lowerProjector (θ + 2 * π / 3)
        + c • lowerProjector (θ + 4 * π / 3) = (1 / 2 : ℝ) • (1 : Matrix (Fin 2) (Fin 2) ℝ)
      ↔ a = 1 / 3 ∧ b = 1 / 3 ∧ c = 1 / 3 := by
  have e1 : 2 * π / 3 = π - π / 3 := by ring
  have e2 : 4 * π / 3 = π / 3 + π := by ring
  have hc1 : Real.cos (θ + 2 * π / 3) = -Real.cos θ / 2 - √3 / 2 * Real.sin θ := by
    rw [e1, Real.cos_add, Real.cos_pi_sub, Real.sin_pi_sub, Real.cos_pi_div_three,
      Real.sin_pi_div_three]
    ring
  have hs1 : Real.sin (θ + 2 * π / 3) = -Real.sin θ / 2 + √3 / 2 * Real.cos θ := by
    rw [e1, Real.sin_add, Real.cos_pi_sub, Real.sin_pi_sub, Real.cos_pi_div_three,
      Real.sin_pi_div_three]
    ring
  have hc2 : Real.cos (θ + 4 * π / 3) = -Real.cos θ / 2 + √3 / 2 * Real.sin θ := by
    rw [e2, Real.cos_add, Real.cos_add_pi, Real.sin_add_pi, Real.cos_pi_div_three,
      Real.sin_pi_div_three]
    ring
  have hs2 : Real.sin (θ + 4 * π / 3) = -Real.sin θ / 2 - √3 / 2 * Real.cos θ := by
    rw [e2, Real.sin_add, Real.cos_add_pi, Real.sin_add_pi, Real.cos_pi_div_three,
      Real.sin_pi_div_three]
    ring
  have hcs := Real.sin_sq_add_cos_sq θ
  have h3 : √3 ≠ 0 := by positivity
  simp only [lowerProjector, hc1, hs1, hc2, hs2]
  generalize Real.cos θ = C at *
  generalize Real.sin θ = S at *
  generalize √3 = t at *
  constructor
  · intro h
    have h00 := congrFun (congrFun h 0) 0
    have h01 := congrFun (congrFun h 0) 1
    have h11 := congrFun (congrFun h 1) 1
    simp at h00 h01 h11
    have hsum : a + b + c = 1 := by linear_combination h00 + h11
    have hcos : a * C + b * (-C / 2 - t / 2 * S) + c * (-C / 2 + t / 2 * S) = 0 := by
      linear_combination h11 - h00
    have hsin : a * S + b * (-S / 2 + t / 2 * C) + c * (-S / 2 - t / 2 * C) = 0 := by
      linear_combination -2 * h01
    -- rotate the two conditions back to the frame of the first well
    have h1 : a - (b + c) / 2 = 0 := by
      linear_combination C * hcos + S * hsin - (a - (b + c) / 2) * hcs
    have h2 : t * (b - c) = 0 := by
      linear_combination 2 * C * hsin - 2 * S * hcos - t * (b - c) * hcs
    have h4 := (mul_eq_zero.mp h2).resolve_left h3
    exact ⟨by linarith, by linarith, by linarith⟩
  · rintro ⟨rfl, rfl, rfl⟩
    ext i j
    fin_cases i <;> fin_cases j <;> simp <;> ring

/-- The absorption of a static distortion is an isotropic term plus two terms that depend on the
polarization and oscillate with the direction `θ`. -/
theorem absorption_eq (θ : ℝ) (ε : Fin 3 → ℝ) :
    absorption θ ε = 2 * (ε 0 ^ 2 + ε 1 ^ 2 + ε 2 ^ 2)
      + Real.cos θ * (ε 0 ^ 2 + ε 1 ^ 2 - 2 * ε 2 ^ 2)
      + √3 * Real.sin θ * (ε 0 ^ 2 - ε 1 ^ 2) := by
  have h3 : √3 ^ 2 = 3 := Real.sq_sqrt (by norm_num)
  unfold absorption absorptionOp dipole lowerProjector
  generalize √3 = t at *
  -- expand the trace of the product before evaluating the entries
  simp only [Matrix.trace_fin_two, Matrix.mul_apply, Fin.sum_univ_two, Fin.sum_univ_three]
  simp
  linear_combination (1 + Real.cos θ) / 2 * (ε 0 ^ 2 + ε 1 ^ 2) * h3

/-- For every direction of a static distortion, the absorption is anisotropic: it is not a
constant times the squared length of the polarization vector. -/
theorem static_anisotropic (θ : ℝ) :
    ¬ ∃ I₀ : ℝ, ∀ ε : Fin 3 → ℝ, absorption θ ε = I₀ * ∑ b, ε b ^ 2 := by
  rintro ⟨I₀, h⟩
  -- compare light polarized along the three cubic axes
  have hx := h ![1, 0, 0]
  have hy := h ![0, 1, 0]
  have hz := h ![0, 0, 1]
  rw [absorption_eq] at hx hy hz
  simp [Fin.sum_univ_three] at hx hy hz
  have hs : √3 * Real.sin θ = 0 := by linarith
  have hc : Real.cos θ = 0 := by linarith
  have hs' := (mul_eq_zero.mp hs).resolve_left (by positivity)
  have h1 := Real.sin_sq_add_cos_sq θ
  rw [hs', hc] at h1
  norm_num at h1

/-- Averaged over `N ≥ 2` equally spaced distortions, the absorption depends on the polarization
vector only through its length. -/
theorem average_isotropic {N : ℕ} (hN : 2 ≤ N) (θ : ℝ) (ε : Fin 3 → ℝ) :
    (1 / (N : ℝ)) * ∑ j ∈ Finset.range N, absorption (θ + 2 * π * j / N) ε
      = 2 * ∑ b, ε b ^ 2 := by
  have h3 : √3 ^ 2 = 3 := Real.sq_sqrt (by norm_num)
  unfold absorption
  rw [average_observable hN]
  unfold absorptionOp dipole
  generalize √3 = t at *
  simp [Matrix.trace_fin_two, Fin.sum_univ_three]
  linear_combination (ε 0 ^ 2 + ε 1 ^ 2) / 2 * h3

end

end JahnTellerLEdge
```

```lean
#print axioms JahnTellerLEdge.lowerProjector_ground
#print axioms JahnTellerLEdge.three_wells_iff
#print axioms JahnTellerLEdge.static_anisotropic
#print axioms JahnTellerLEdge.average_isotropic
```

```
'JahnTellerLEdge.lowerProjector_ground' depends on axioms: [propext, Classical.choice, Quot.sound]
'JahnTellerLEdge.three_wells_iff' depends on axioms: [propext, Classical.choice, Quot.sound]
'JahnTellerLEdge.static_anisotropic' depends on axioms: [propext, Classical.choice, Quot.sound]
'JahnTellerLEdge.average_isotropic' depends on axioms: [propext, Classical.choice, Quot.sound]
```

## From the identities to the Lean proofs

`energy_excess` is the identity for v·Hv. Lean expands both sides into components, and `linear_combination` closes the difference with a multiple of sin²θ + cos²θ = 1. `lowerProjector_ground` then uses 2gr > 0 and the fact that a sum of squares is nonnegative. In the equality case the squared length of v − Pv must be zero, so the vector itself is zero.

`sum_phases` takes the vanishing geometric sum from Mathlib's result on primitive roots of unity, factors out exp(iθ), and reads off real and imaginary parts. In `average_projector`, the step `hP` splits P into ½ 1 and two constant matrices multiplied by cos t / 2 and sin t / 2. The sums of the coefficients vanish by `sum_phases`. `average_observable` moves the sum inside the trace and applies this result.

In `three_wells_iff`, the addition formulas express all three projectors through cos θ and sin θ. Three matrix entries give `hsum`, `hcos` and `hsin`, the conditions on the trace, cosines and sines. The steps `h1` and `h2` perform the rotation to the first well, after which linear arithmetic finds the weights. The converse is checked entry by entry.

`absorption_eq` expands the trace and uses (√3)² = 3. `static_anisotropic` inserts the three axis polarizations and reaches the contradiction with sin²θ + cos²θ = 1. `average_isotropic` takes a shorter route than cancelling the oscillating terms: it applies `average_observable` to A and evaluates tr A / 2 = 2|ε|².
